# In Gaussian units, moving a point charge by δ changes its static Coulomb field by at most 2|q|δ/d³ if both positions are at least d from the observer

## How much does the field change when its source moves?

For nonzero separation vectors x and y, the inverse-square fields x/‖x‖³ and y/‖y‖³ of a unit charge satisfy

‖x/‖x‖³ − y/‖y‖³‖ ≤ ‖x − y‖(‖x‖ + ‖y‖)/(‖x‖²‖y‖²),

with equality exactly when x and y point in the same direction. I would like to use this to bound the error of moving a charge, or of merging a cluster of charges into one. Can it be made rigorous, equality case included, and checked by machine?

## The gap is a multiple of the Cauchy–Schwarz defect

Yes. Write K(x) = x/‖x‖³, a = ‖x‖, b = ‖y‖ and p = ⟨x, y⟩. Expanding the squared norms gives

‖K(x) − K(y)‖² = 1/a⁴ + 1/b⁴ − 2p/(a³b³),

and the square of the proposed bound is

(a² + b² − 2p)(a + b)²/(a⁴b⁴).

Subtract the first from the second and multiply by a⁴b⁴:

(a² + b² − 2p)(a + b)² − a⁴ − b⁴ + 2abp
= 2ab(a² + ab + b²) − 2p(a² + ab + b²)
= 2(a² + ab + b²)(ab − p).

Cauchy–Schwarz says p ≤ ab, so this is nonnegative and the bound follows. Since a² + ab + b² > 0, equality requires p = ab, which for nonzero vectors means that they lie on the same ray.

Two cases with numbers: for x = (1,0,0) and y = (2,0,0), the field difference is 1 − 1/4 = 3/4, and the bound is 1·3/4 = 3/4. For x = (1,0,0) and y = (0,1,0), the difference is √2 and the bound is 2√2; the squares differ by 8 − 2 = 6, as the formula 2·3·(1 − 0) predicts.

Now move a charge q from s to s′, with the observer at r. Put x = r − s and y = r − s′, so that ‖x − y‖ = ‖s − s′‖. If a, b ≥ d > 0, then

(a + b)/(a²b²) = 1/(ab²) + 1/(a²b) ≤ 2/d³,

and the field changes by at most 2|q|‖s − s′‖/d³. Only the end positions must keep the distance d; the segment between them may pass through the observer.

Now replace charges qᵢ at sᵢ by their total charge at a centre c, with c and every sᵢ at least d from the observer. The triangle inequality gives the error bound

2 ∑ |qᵢ|‖sᵢ − c‖/d³.

The factor 2 is the best possible for a unit charge at d = 1. Take a unit vector u and t > 0. Equality on the ray gives

‖K(u) − K((1 + t)u)‖ = t(2 + t)/(1 + t)².

Dividing by the displacement t leaves (2 + t)/(1 + t)², which tends to 2 as t → 0.

In the Lean file, `V` is any real inner-product space. Ordinary electrostatics is the three-dimensional case; in other dimensions `kernel` is still the inverse-square field, not the one given by Gauss's law there. `field q s r` is the field at `r` of a charge `q` at `s`, in Gaussian units. `SameRay ℝ x y` says, for nonzero vectors, that one is a positive multiple of the other. The cluster is a finite set `I` of point charges of either sign, and the centre `c` is arbitrary apart from its distance to `r`.

```lean
import Mathlib

open scoped InnerProductSpace

namespace CoulombDisplacement

noncomputable section

variable {V : Type*} [NormedAddCommGroup V] [InnerProductSpace ℝ V]

/-- The Coulomb kernel `x / ‖x‖³`: the field of a unit charge at separation `x`. -/
def kernel (x : V) : V := (‖x‖ ^ 3)⁻¹ • x

/-- The field at `r` of a point charge `q` located at `s`, in Gaussian units. -/
def field (q : ℝ) (s r : V) : V := q • kernel (r - s)

/-- The squared bound exceeds the squared field difference by an explicit multiple of
the Cauchy-Schwarz defect `‖x‖ ‖y‖ - ⟪x, y⟫`. -/
theorem bound_sq_sub_norm_sq {x y : V} (hx : x ≠ 0) (hy : y ≠ 0) :
    (‖x - y‖ * (‖x‖ + ‖y‖) / (‖x‖ ^ 2 * ‖y‖ ^ 2)) ^ 2 - ‖kernel x - kernel y‖ ^ 2
      = 2 * (‖x‖ ^ 2 + ‖x‖ * ‖y‖ + ‖y‖ ^ 2) / (‖x‖ ^ 4 * ‖y‖ ^ 4)
        * (‖x‖ * ‖y‖ - ⟪x, y⟫_ℝ) := by
  have ha : ‖x‖ ≠ 0 := norm_ne_zero_iff.mpr hx
  have hb : ‖y‖ ≠ 0 := norm_ne_zero_iff.mpr hy
  -- the squared field difference in terms of lengths and the inner product
  have hK : ‖kernel x - kernel y‖ ^ 2
      = ((‖x‖ ^ 3)⁻¹ * ‖x‖) ^ 2 - 2 * ((‖x‖ ^ 3)⁻¹ * ((‖y‖ ^ 3)⁻¹ * ⟪x, y⟫_ℝ))
        + ((‖y‖ ^ 3)⁻¹ * ‖y‖) ^ 2 := by
    rw [norm_sub_sq_real]
    simp only [kernel, norm_smul, real_inner_smul_left, real_inner_smul_right,
      norm_inv, norm_pow, norm_norm]
    ring
  rw [hK, div_pow, mul_pow, norm_sub_sq_real]
  field_simp
  ring

/-- The fields of a unit charge at nonzero separations `x` and `y` differ by at most
`‖x - y‖ (‖x‖ + ‖y‖) / (‖x‖² ‖y‖²)`. -/
theorem norm_kernel_sub_le {x y : V} (hx : x ≠ 0) (hy : y ≠ 0) :
    ‖kernel x - kernel y‖ ≤ ‖x - y‖ * (‖x‖ + ‖y‖) / (‖x‖ ^ 2 * ‖y‖ ^ 2) := by
  have h := bound_sq_sub_norm_sq hx hy
  have hcs : 0 ≤ ‖x‖ * ‖y‖ - ⟪x, y⟫_ℝ := sub_nonneg.mpr (real_inner_le_norm x y)
  have hpos : 0 ≤ 2 * (‖x‖ ^ 2 + ‖x‖ * ‖y‖ + ‖y‖ ^ 2) / (‖x‖ ^ 4 * ‖y‖ ^ 4)
      * (‖x‖ * ‖y‖ - ⟪x, y⟫_ℝ) := mul_nonneg (by positivity) hcs
  exact (sq_le_sq₀ (norm_nonneg _) (by positivity)).mp (by linarith)

/-- The bound on the field difference is attained exactly when the two separations
lie on the same ray from the origin. -/
theorem norm_kernel_sub_eq_iff {x y : V} (hx : x ≠ 0) (hy : y ≠ 0) :
    ‖kernel x - kernel y‖ = ‖x - y‖ * (‖x‖ + ‖y‖) / (‖x‖ ^ 2 * ‖y‖ ^ 2)
      ↔ SameRay ℝ x y := by
  have ha : 0 < ‖x‖ := norm_pos_iff.mpr hx
  have hb : 0 < ‖y‖ := norm_pos_iff.mpr hy
  have h := bound_sq_sub_norm_sq hx hy
  have hc : 2 * (‖x‖ ^ 2 + ‖x‖ * ‖y‖ + ‖y‖ ^ 2) / (‖x‖ ^ 4 * ‖y‖ ^ 4) ≠ 0 := by
    positivity
  -- the same-ray condition is saturation of Cauchy-Schwarz
  have hray : SameRay ℝ x y ↔ ⟪x, y⟫_ℝ = ‖x‖ * ‖y‖ := by
    rw [sameRay_iff_norm_smul_eq, inner_eq_norm_mul_iff_real]
    exact eq_comm
  rw [hray]
  constructor
  · intro he
    rw [he, sub_self] at h
    have h0 := (mul_eq_zero.mp h.symm).resolve_left hc
    linarith
  · intro he
    rw [he, sub_self, mul_zero] at h
    exact (sq_eq_sq₀ (norm_nonneg _) (by positivity)).mp (by linarith)

/-- Moving a charge `q` from `s` to `s'`, both at distance at least `d` from the observer
at `r`, changes the field there by at most `2 |q| ‖s - s'‖ / d³`. -/
theorem norm_field_displacement_le (q : ℝ) {s s' r : V} {d : ℝ} (hd : 0 < d)
    (hs : d ≤ ‖r - s‖) (hs' : d ≤ ‖r - s'‖) :
    ‖field q s r - field q s' r‖ ≤ 2 * (|q| * ‖s - s'‖) / d ^ 3 := by
  have ha : 0 < ‖r - s‖ := hd.trans_le hs
  have hb : 0 < ‖r - s'‖ := hd.trans_le hs'
  have hk := norm_kernel_sub_le (norm_pos_iff.mp ha) (norm_pos_iff.mp hb)
  have hdiff : ‖(r - s) - (r - s')‖ = ‖s - s'‖ := by
    rw [sub_sub_sub_cancel_left, norm_sub_rev]
  rw [hdiff] at hk
  -- each of the two inverse-cube terms is largest at the distance `d`
  have h1 : 1 / (‖r - s‖ * ‖r - s'‖ ^ 2) ≤ 1 / d ^ 3 := by
    apply one_div_le_one_div_of_le (by positivity)
    calc d ^ 3 = d * d ^ 2 := by ring
      _ ≤ ‖r - s‖ * ‖r - s'‖ ^ 2 := by gcongr
  have h2 : 1 / (‖r - s'‖ * ‖r - s‖ ^ 2) ≤ 1 / d ^ 3 := by
    apply one_div_le_one_div_of_le (by positivity)
    calc d ^ 3 = d * d ^ 2 := by ring
      _ ≤ ‖r - s'‖ * ‖r - s‖ ^ 2 := by gcongr
  have hsplit : ‖s - s'‖ * (‖r - s‖ + ‖r - s'‖) / (‖r - s‖ ^ 2 * ‖r - s'‖ ^ 2)
      = ‖s - s'‖ * (1 / (‖r - s‖ * ‖r - s'‖ ^ 2) + 1 / (‖r - s'‖ * ‖r - s‖ ^ 2)) := by
    have ha' := ha.ne'
    have hb' := hb.ne'
    field_simp
    try ring
  rw [hsplit] at hk
  have hfield : field q s r - field q s' r = q • (kernel (r - s) - kernel (r - s')) := by
    simp only [field, smul_sub]
  rw [hfield, norm_smul, Real.norm_eq_abs]
  calc |q| * ‖kernel (r - s) - kernel (r - s')‖
      ≤ |q| * (‖s - s'‖ * (1 / d ^ 3 + 1 / d ^ 3)) := by
        refine mul_le_mul_of_nonneg_left (hk.trans ?_) (abs_nonneg q)
        exact mul_le_mul_of_nonneg_left (add_le_add h1 h2) (norm_nonneg _)
    _ = 2 * (|q| * ‖s - s'‖) / d ^ 3 := by ring

/-- Replacing a cluster of charges by their total charge at a centre `c` changes the field
at `r` by at most `2 ∑ |qᵢ| ‖sᵢ - c‖ / d³`, if all charges and `c` are at least `d` from `r`. -/
theorem norm_cluster_field_sub_le {ι : Type*} (I : Finset ι) (q : ι → ℝ) (s : ι → V)
    {c r : V} {d : ℝ} (hd : 0 < d) (hs : ∀ i ∈ I, d ≤ ‖r - s i‖) (hc : d ≤ ‖r - c‖) :
    ‖∑ i ∈ I, field (q i) (s i) r - field (∑ i ∈ I, q i) c r‖
      ≤ 2 * (∑ i ∈ I, |q i| * ‖s i - c‖) / d ^ 3 := by
  -- the collapsed field is the sum of the fields of the displaced charges
  have hsum : field (∑ i ∈ I, q i) c r = ∑ i ∈ I, field (q i) c r := by
    simp only [field, Finset.sum_smul]
  rw [hsum, ← Finset.sum_sub_distrib, Finset.mul_sum, Finset.sum_div]
  exact norm_sum_le_of_le I fun i hi =>
    norm_field_displacement_le (q i) hd (hs i hi) hc

/-- Any constant `C` that bounds the field difference of a unit charge by `C ‖x - y‖` for all
separations of length at least one satisfies `2 ≤ C`, if the space has a unit vector `u`. -/
theorem two_le_of_kernel_lipschitz {u : V} (hu : ‖u‖ = 1) {C : ℝ}
    (hC : ∀ x y : V, 1 ≤ ‖x‖ → 1 ≤ ‖y‖ → ‖kernel x - kernel y‖ ≤ C * ‖x - y‖) :
    2 ≤ C := by
  by_contra hlt
  obtain ⟨t, ht, hCt⟩ : ∃ t : ℝ, 0 < t ∧ C = 2 - 3 * t :=
    ⟨(2 - C) / 3, by linarith [not_le.mp hlt], by ring⟩
  have hn : ‖(1 + t) • u‖ = 1 + t := by
    rw [norm_smul, hu, mul_one, Real.norm_eq_abs, abs_of_pos (by linarith)]
  have hdist : ‖u - (1 + t) • u‖ = t := by
    have e : u - (1 + t) • u = (-t) • u := by module
    rw [e, norm_smul, hu, mul_one, Real.norm_eq_abs, abs_neg, abs_of_pos ht]
  have hu0 : u ≠ 0 := norm_pos_iff.mp (by rw [hu]; norm_num)
  have hv0 : (1 + t) • u ≠ 0 := norm_pos_iff.mp (by rw [hn]; linarith)
  -- a radial displacement attains equality in the main bound
  have hray : SameRay ℝ u ((1 + t) • u) := by
    rw [sameRay_iff_norm_smul_eq, hn, hu, one_smul]
  have h := hC u ((1 + t) • u) hu.ge (by rw [hn]; linarith)
  rw [(norm_kernel_sub_eq_iff hu0 hv0).mpr hray, hdist, hn, hu,
    div_le_iff₀ (by positivity), hCt] at h
  have h' : 2 + t ≤ (2 - 3 * t) * (1 + t) ^ 2 :=
    le_of_mul_le_mul_left (by linarith) ht
  nlinarith [pow_pos ht 2, pow_pos ht 3]

end

end CoulombDisplacement
```

```lean
#print axioms CoulombDisplacement.norm_field_displacement_le
-- 'CoulombDisplacement.norm_field_displacement_le' depends on axioms: [propext, Classical.choice, Quot.sound]
#print axioms CoulombDisplacement.norm_cluster_field_sub_le
-- 'CoulombDisplacement.norm_cluster_field_sub_le' depends on axioms: [propext, Classical.choice, Quot.sound]
#print axioms CoulombDisplacement.two_le_of_kernel_lipschitz
-- 'CoulombDisplacement.two_le_of_kernel_lipschitz' depends on axioms: [propext, Classical.choice, Quot.sound]
```

`bound_sq_sub_norm_sq` is the expansion above: `norm_sub_sq_real` expands the squares, then `field_simp` and `ring` clear denominators and compare polynomials. `norm_kernel_sub_le` adds Cauchy–Schwarz (`real_inner_le_norm`) and takes square roots through `sq_le_sq₀`. `norm_kernel_sub_eq_iff` cancels the nonzero prefactor and identifies p = ab with the same-ray condition.

`norm_field_displacement_le` splits the bound into the two inverse-cube terms and estimates each by 1/d³. `norm_cluster_field_sub_le` writes the merged field as a sum over charges all placed at `c`, then applies the displacement bound to each term.

`two_le_of_kernel_lipschitz` replaces the limit by a single choice. If C < 2, set t = (2 − C)/3, so C = 2 − 3t. The assumed bound would then give

2 + t ≤ (2 − 3t)(1 + t)² = 2 + t − 4t² − 3t³,

which is false for t > 0.

The cluster bound is an upper bound on the error of replacing finitely many fixed point charges, without periodic images, by a single charge at `c`. It can be much larger than the error itself: for charges of one sign with `c` at their centre of charge, the dipole term cancels, and as the observer moves away the error falls at least as fast as the inverse fourth power of the distance, while the bound falls only as the inverse cube.
